# For one model state and one outer state, the Bloch equation is a scalar equation

The Bloch equation `C + D * X = X * (A + B * X)` is a condition on the matrix `X` that gives the outer-space part of a state from its model-space part, where `A`, `B`, `C`, `D` are the blocks of the Hamiltonian. The lemma takes one state in each space and says that the matrix equation holds exactly when c + dx = x(a + bx), where x is the single entry of `X`. The numbers a, b, c, d are any complex numbers, the Hamiltonian is not assumed Hermitian, and nothing is said about whether a solution exists. Here x is the outer amplitude when the model amplitude is set to 1, so in the normalised state the outer amplitude is x/√(1 + |x|²). The attempt proves each direction by comparing the single entries of the two sides and leaving the simplification to `simpa`.

As first written in Lean, the proof fails:

```lean
import Mathlib

open Matrix

namespace WaveOperatorExistence

variable {m n : Type*} [Fintype m] [Fintype n] [DecidableEq m] [DecidableEq n]

/-- The Bloch equation `C + D X = X (A + B X)` for the Hamiltonian with blocks
`A, B, C, D`, where `A` acts in the model space and `D` in the outer space. -/
def IsBlochSolution {m n : Type*} [Fintype m] [Fintype n]
    (A : Matrix m m ℂ) (B : Matrix m n ℂ) (C : Matrix n m ℂ)
    (D : Matrix n n ℂ) (X : Matrix n m ℂ) : Prop :=
  C + D * X = X * (A + B * X)

/-- For one model state and one outer state the Bloch equation is the scalar equation `c + d x = x
(a + b x)` for the single amplitude `x = X 0 0`. -/
theorem two_state_equation (a b c d : ℂ) (X : Matrix (Fin 1) (Fin 1) ℂ) :
    IsBlochSolution !![a] !![b] !![c] !![d] X ↔
      c + d * X 0 0 = X 0 0 * (a + b * X 0 0) := by
  unfold IsBlochSolution
  constructor
  · intro h
    have h0 := congrFun (congrFun h 0) 0
    simpa [Matrix.mul_apply] using h0
  · intro h
    ext i j
    fin_cases i
    fin_cases j
    simpa [Matrix.mul_apply] using h

end WaveOperatorExistence
```

Messages:

```
Main.lean:25:4: error: Type mismatch: After simplification, term
  h0
 has type
  c + (![d] ᵥ* X) 0 = X 0 0 * (a + vecHead (![b] ᵥ* X))
but is expected to have type
  c + d * X 0 0 = X 0 0 * (a + b * X 0 0)
Main.lean:30:4: error: Type mismatch: After simplification, term
  h
 has type
  c + d * X 0 0 = X 0 0 * (a + b * X 0 0)
but is expected to have type
  c + (![d] ᵥ* X) 0 = X 0 0 * (a + vecHead (![b] ᵥ* X))
```

Both messages report the same mismatch, once in each direction: one side has `d * X 0 0` and `b * X 0 0`, the other has `(![d] ᵥ* X) 0` and `vecHead (![b] ᵥ* X)`. These are equal in value, but `simpa` did not bring them to the same form. Its default rules for explicit matrices rewrote the products `!![d] * X` and `!![b] * X` as vector-matrix products, and `Matrix.mul_apply`, which is about entries of a matrix product, no longer applied to them.

The repair first proves `mul11`, the entry formula for any two 1×1 matrices. `P` and `Q` are variables there, so the rules for explicit matrices have nothing to act on. `simp only` then uses just `Matrix.add_apply` and `mul11`, which keeps the default rules out, and `exact` accepts the result because entries such as `!![d] 0 0` are `d` by definition. Replacing `fin_cases` with `Subsingleton.elim` writes both indices as `0`, the form `mul11` uses; the messages show no fault in `fin_cases` itself.

Fix (accepted with no message):

```diff
@@ -19,14 +19,18 @@
     IsBlochSolution !![a] !![b] !![c] !![d] X ↔
       c + d * X 0 0 = X 0 0 * (a + b * X 0 0) := by
+  have mul11 : ∀ P Q : Matrix (Fin 1) (Fin 1) ℂ, (P * Q) 0 0 = P 0 0 * Q 0 0 := by
+    intro P Q
+    simp [Matrix.mul_apply]
   unfold IsBlochSolution
   constructor
   · intro h
     have h0 := congrFun (congrFun h 0) 0
-    simpa [Matrix.mul_apply] using h0
+    simp only [Matrix.add_apply, mul11] at h0
+    exact h0
   · intro h
     ext i j
-    fin_cases i
-    fin_cases j
-    simpa [Matrix.mul_apply] using h
+    rw [Subsingleton.elim i 0, Subsingleton.elim j 0]
+    simp only [Matrix.add_apply, mul11]
+    exact h
 
 end WaveOperatorExistence
```
